# For positive constants and $d\ge 1$, one radius minimises the magnetic polaron energy $at/R^2+bJR^d$

Q: If all I know about a polaron radius is that the slope of the energy vanishes there, I may be describing the wrong state. The point could be a maximum, or a local minimum with something lower elsewhere. Equating the two competing energies is no safer, since in one dimension that gives a radius too small by a factor $2^{1/3}$. What do you have that is better?

A: A proof that a specific radius beats every other positive radius. Take one hole in an antiferromagnet in $d$ dimensions. It hops easily among parallel spins, so it may align the spins around it. Suppose that it does so in a ferromagnetic region of radius $R$, measured in lattice spacings. With hopping amplitude $t$ and exchange constant $J$, the energy is

$$E(R)=\frac{at}{R^2}+bJR^d .$$

The first term is the kinetic cost of confining the hole. The second is the antiferromagnetic exchange energy lost in the region. The number $a$ stands for the region's shape and the boundary condition on the hole's wavefunction. The number $b$ stands for the volume factor and the exchange energy lost per site, in units of $J$. For $a,b,t,J>0$ and integer $d\ge1$, the minimiser is

$$R_*=\left(\frac{2at}{dbJ}\right)^{1/(d+2)} .$$

Q: Show me the calculation before any code.

A: Differentiate:

$$E'(R)=-\frac{2at}{R^3}+dbJR^{d-1}=\frac{1}{R}\left(d\,bJR^d-\frac{2at}{R^2}\right).$$

This vanishes when $d$ times the exchange term equals twice the confinement term, that is, when $R^{d+2}=2at/(dbJ)$. The only positive solution is $R_*$.

For the global comparison, use this condition to replace $bJ$ by $2at/(dR_*^{d+2})$. Then

$$E(R)=\frac{at}{R^2}+\frac{2at\,R^d}{d\,R_*^{d+2}},\qquad E(R_*)=\left(1+\frac2d\right)\frac{at}{R_*^2}.$$

Subtract, write $x=R/R_*$, and take out the factor $at/(dR^2)$:

$$E(R)-E(R_*)=\frac{at}{dR^2}\,p_d(x),\qquad p_d(x)=2x^{d+2}-(d+2)x^2+d .$$

It remains to show that $p_d(x)>0$ for positive $x\neq1$. For $d=1$,

$$p_1(x)=2x^3-3x^2+1=(x-1)^2(2x+1)>0 .$$

To go up one dimension, subtract $x\,p_d(x)$ from $p_{d+1}(x)$. The highest powers cancel, leaving

$$p_{d+1}(x)-x\,p_d(x)=(d+2)x^3-(d+3)x^2-dx+d+1=(x-1)^2\big((d+2)x+d+1\big).$$

The right side is positive, and so is $x\,p_d(x)$ if $p_d(x)$ is. By induction the excess energy is positive at every $R\ne R_*$.

Q: Now the formal version. What kind of objects are these constants?

A: Real numbers, except the dimension, which is a natural number. Their signs are not built in; each theorem states the positivity it assumes. Every theorem about $R_*$ assumes $a,b,t,J>0$ and $d\ge1$, even where its one-line description does not repeat this.

```lean
import Mathlib

namespace MagneticPolaron

noncomputable section

variable {a b t J : ℝ} {d : ℕ}
```

The energy is an ordinary real function of the radius.

```lean
/-- Energy of a hole confined to a ferromagnetic region of radius `R` in `d` dimensions:
confinement energy `a t / R ^ 2` plus lost exchange energy `b J R ^ d`, for `R ≠ 0`. -/
def polaronEnergy (a b t J : ℝ) (d : ℕ) (R : ℝ) : ℝ :=
  a * t / R ^ 2 + b * J * R ^ d
```

Q: A function on all reals includes $R=0$. Does that spoil the minimum?

A: It would if zero were admitted: Lean sets division by zero to zero, so for $d\ge1$ the formula returns $0$ there, below every physical value. The minimisation theorem therefore compares positive radii only.

The radius is defined by its closed formula, not as "whatever minimises the energy", so its minimality has to be proved. The exponent is a real number, as the cast `(d : ℝ)` ensures.

```lean
/-- The polaron radius `(2 a t / (d b J)) ^ (1 / (d + 2))`, for positive `a, b, t, J` and
`d ≥ 1`. -/
def polaronRadius (a b t J : ℝ) (d : ℕ) : ℝ :=
  (2 * a * t / (d * b * J)) ^ (1 / ((d : ℝ) + 2))
```

The polynomial $p_d(x)$ is called `excessProfile d x`.

```lean
/-- The polynomial `2 x ^ (d + 2) - (d + 2) x ^ 2 + d` in the reduced radius `x`. -/
def excessProfile (d : ℕ) (x : ℝ) : ℝ :=
  2 * x ^ (d + 2) - (d + 2) * x ^ 2 + d
```

Q: Where is the Hamiltonian? I see no spins and no hopping operator.

A: There are none. The energy function is assumed, not derived from a double-exchange or $t$–$J$ Hamiltonian. It describes a single hole in a sharply bounded region, with a continuous radius and quadratic dispersion near the band bottom. It has no surface energy, temperature or spin canting, and no competing state of a different kind. If $2at<dbJ$, the formula gives a radius below one lattice spacing, where the continuum picture has lost its meaning.

Q: Then what is it good for?

A: Within this one-parameter, single-hole model, it tells you how the size of a ferromagnetic polaron depends on $t/J$, which helps in choosing a simulation cell large enough to hold one.

Q: Fair enough. Start with the inequality, since everything rests on it.

A: The theorem says that `excessProfile d x` is positive when $d\ge1$, $x>0$ and $x\ne1$. The proof sets $d=k+1$, so that induction starts at $k=0$, which is one dimension. In each case `ring` confirms the factorisation or recursion given above, and `positivity` reads off the sign. The coefficients `k + 3` and `k + 2` are my $d+2$ and $d+1$. The small lemma at the end supplies $(x-1)^2>0$.

```lean
/-- In dimension `d ≥ 1` the excess profile is positive at every positive reduced radius
other than `1`. -/
theorem excessProfile_pos (hd : 0 < d) {x : ℝ} (hx : 0 < x) (hx1 : x ≠ 1) :
    0 < excessProfile d x := by
  have hsq : 0 < (x - 1) ^ 2 := pow_pos_of_ne hx1
  have key : ∀ k : ℕ, 0 < excessProfile (k + 1) x := by
    intro k
    induction k with
    | zero =>
      have e : excessProfile (0 + 1) x = (x - 1) ^ 2 * (2 * x + 1) := by
        simp only [excessProfile]
        push_cast
        ring
      rw [e]
      positivity
    | succ k ih =>
      -- the next profile is `x` times the current one plus a positive term
      have e : excessProfile (k + 1 + 1) x
          = x * excessProfile (k + 1) x + (x - 1) ^ 2 * ((k + 3) * x + (k + 2)) := by
        simp only [excessProfile]
        push_cast
        ring
      rw [e]
      positivity
  obtain ⟨k, rfl⟩ : ∃ k, d = k + 1 := ⟨d - 1, by omega⟩
  exact key k
where
  pow_pos_of_ne {x : ℝ} (h : x ≠ 1) : 0 < (x - 1) ^ 2 :=
    lt_of_le_of_ne (sq_nonneg _) (Ne.symm (pow_ne_zero 2 (sub_ne_zero.mpr h)))
```

Q: And the fractional power? I want to know that it really solves the equation for the radius.

A: The next theorem says that $R_*>0$ and $R_*^{d+2}=2at/(dbJ)$. The base is positive, so the exponents may be multiplied, and $\frac{1}{d+2}(d+2)=1$. Later proofs use these two properties and never need to unfold the real power.

```lean
/-- The polaron radius is positive, and its power `d + 2` equals `2 a t / (d b J)`. -/
theorem polaronRadius_spec (ha : 0 < a) (hb : 0 < b) (ht : 0 < t) (hJ : 0 < J) (hd : 0 < d) :
    0 < polaronRadius a b t J d ∧
      polaronRadius a b t J d ^ (d + 2) = 2 * a * t / (d * b * J) := by
  have hd' : (0 : ℝ) < d := Nat.cast_pos.mpr hd
  have hq : 0 < 2 * a * t / (d * b * J) := by positivity
  refine ⟨Real.rpow_pos_of_pos hq _, ?_⟩
  have he : 1 / ((d : ℝ) + 2) * ((d + 2 : ℕ) : ℝ) = 1 := by
    push_cast
    exact one_div_mul_cancel (by positivity)
  rw [polaronRadius, ← Real.rpow_natCast, ← Real.rpow_mul hq.le, he, Real.rpow_one]
```

Q: Does the code know that this is a force balance, or only an algebraic equation?

A: It has the derivative. `HasDerivAt` states that the energy is differentiable at $R$ with the given slope. This holds for any nonzero $R$, any real constants and any natural $d$, including zero. `h1` applies the quotient rule to the confinement term, `h2` applies the power rule to the exchange term, and the last `ring` puts their sum in the form I derived.

```lean
/-- The derivative of the energy with respect to the radius is `d` times the exchange term
minus twice the confinement term, divided by `R`. -/
theorem hasDerivAt_polaronEnergy (a b t J : ℝ) (d : ℕ) {R : ℝ} (hR : R ≠ 0) :
    HasDerivAt (polaronEnergy a b t J d)
      ((d * (b * J * R ^ d) - 2 * (a * t / R ^ 2)) / R) R := by
  have hsq : HasDerivAt (fun x : ℝ => x ^ 2) (2 * R) R := by
    simpa using hasDerivAt_pow 2 R
  have h1 : HasDerivAt (fun x : ℝ => a * t / x ^ 2) (-(2 * a * t) / R ^ 3) R := by
    refine ((hasDerivAt_const R (a * t)).fun_div hsq (pow_ne_zero 2 hR)).congr_deriv ?_
    rw [div_eq_div_iff (pow_ne_zero 2 (pow_ne_zero 2 hR)) (pow_ne_zero 3 hR)]
    ring
  have hk : (d : ℝ) * R ^ (d - 1) = d * R ^ d / R := by
    rcases d with _ | k
    · simp
    · rw [Nat.add_sub_cancel, pow_succ, ← mul_assoc, mul_div_cancel_right₀ _ hR]
  have h2 : HasDerivAt (fun x : ℝ => b * J * x ^ d) (b * J * (d * R ^ d / R)) R := by
    rw [← hk]
    exact (hasDerivAt_pow d R).const_mul (b * J)
  refine (h1.fun_add h2).congr_deriv ?_
  ring
```

The balance theorem then says that, at a positive radius, the numerator of that slope vanishes exactly when $R=R_*$. Because both radii are positive, comparing them is the same as comparing their powers $d+2$; that is the role of `pow_left_inj₀`. Clearing denominators turns both sides of the equivalence into the same equation.

```lean
/-- At a positive radius, `d` times the exchange term equals twice the confinement term
exactly when the radius is the polaron radius. -/
theorem balance_iff (ha : 0 < a) (hb : 0 < b) (ht : 0 < t) (hJ : 0 < J) (hd : 0 < d)
    {R : ℝ} (hR : 0 < R) :
    d * (b * J * R ^ d) = 2 * (a * t / R ^ 2) ↔ R = polaronRadius a b t J d := by
  obtain ⟨hS, hpow⟩ := polaronRadius_spec ha hb ht hJ hd
  have hd' : (0 : ℝ) < d := Nat.cast_pos.mpr hd
  have hc : (d : ℝ) * b * J ≠ 0 := by positivity
  rw [← pow_left_inj₀ hR.le hS.le (by omega : d + 2 ≠ 0), hpow, eq_div_iff hc,
    ← mul_div_assoc, eq_div_iff (pow_ne_zero 2 hR.ne')]
  constructor
  · intro h
    linear_combination h
  · intro h
    linear_combination h
```

Q: So the two energies are not equal at the optimum?

A: They are equal only in two dimensions. In general the exchange term is $2/d$ times the confinement term. The slopes balance, not the energies.

Q: You still have only a stationary point.

A: The next identity takes us further. It is the exact formula for $E(R)-E(R_*)$, valid at every positive $R$ and not just near the minimum. In the proof `S` stands for $R_*$, and `hbJ` is the replacement of $bJ$ that I made by hand. After that, `field_simp` clears the denominators and `ring` checks the remaining polynomial identity.

```lean
/-- The energy above that of the polaron radius is `a t / (d R ^ 2)` times the excess profile
at the reduced radius. -/
theorem energy_excess (ha : 0 < a) (hb : 0 < b) (ht : 0 < t) (hJ : 0 < J) (hd : 0 < d)
    {R : ℝ} (hR : 0 < R) :
    polaronEnergy a b t J d R - polaronEnergy a b t J d (polaronRadius a b t J d)
      = a * t / (d * R ^ 2) * excessProfile d (R / polaronRadius a b t J d) := by
  obtain ⟨hS, hpow⟩ := polaronRadius_spec ha hb ht hJ hd
  generalize polaronRadius a b t J d = S at *
  have hd' : (0 : ℝ) < d := Nat.cast_pos.mpr hd
  have hc : (d : ℝ) * b * J ≠ 0 := by positivity
  rw [eq_div_iff hc] at hpow
  -- eliminate the exchange constant in favour of the polaron radius
  have hbJ : b * J = 2 * a * t / (d * (S ^ d * S ^ 2)) := by
    rw [eq_div_iff (by positivity)]
    linear_combination hpow
  simp only [polaronEnergy, excessProfile, hbJ, div_pow, pow_add]
  field_simp
  ring
```

Q: Now read me the main theorem as you would say it to a physicist.

A: Let $a,b,t,J$ be positive and $d\ge1$. Then $R_*$ is a positive radius, and any other positive radius has strictly higher energy. The strict inequality gives uniqueness as well: no second radius can tie with it.

The proof is short. If $R\ne R_*$, then $x=R/R_*\ne1$, so $p_d(x)>0$. Multiplying by the positive prefactor $at/(dR^2)$ gives a positive number, which the previous identity recognises as the energy difference.

```lean
/-- The polaron radius is positive, and every other positive radius has strictly higher energy: it
is the unique minimiser among positive radii. -/
theorem polaronRadius_unique_minimiser (ha : 0 < a) (hb : 0 < b) (ht : 0 < t) (hJ : 0 < J)
    (hd : 0 < d) :
    0 < polaronRadius a b t J d ∧ ∀ R : ℝ, 0 < R → R ≠ polaronRadius a b t J d →
      polaronEnergy a b t J d (polaronRadius a b t J d) < polaronEnergy a b t J d R := by
  have hS := (polaronRadius_spec ha hb ht hJ hd).1
  refine ⟨hS, fun R hR hne => ?_⟩
  have hx1 : R / polaronRadius a b t J d ≠ 1 := fun h => hne ((div_eq_one_iff_eq hS.ne').mp h)
  have hp := excessProfile_pos hd (div_pos hR hS) hx1
  have hd' : (0 : ℝ) < d := Nat.cast_pos.mpr hd
  have hc : 0 < a * t / (d * R ^ 2) := by positivity
  have h := mul_pos hc hp
  rw [← energy_excess ha hb ht hJ hd hR] at h
  exact sub_pos.mp h
```

Q: Does it also give me the energy of the polaron, or only its size?

A: Both. At the minimum, the total energy is $(1+2/d)\,at/R_*^2$. In three dimensions that is five thirds of the confinement energy. The proof takes the balance condition at $R_*$, solves it for the exchange term and adds the confinement term. The zero of energy is the hole at the bottom of its band in a fully aligned background, plus the exchange energy of the undisturbed antiferromagnet. A constant shift would change the energy but not the radius.

```lean
/-- The energy at the polaron radius is `1 + 2 / d` times the confinement energy there. -/
theorem energy_at_polaronRadius (ha : 0 < a) (hb : 0 < b) (ht : 0 < t) (hJ : 0 < J)
    (hd : 0 < d) :
    polaronEnergy a b t J d (polaronRadius a b t J d)
      = (1 + 2 / d) * (a * t / polaronRadius a b t J d ^ 2) := by
  have hS := (polaronRadius_spec ha hb ht hJ hd).1
  have hbal := (balance_iff ha hb ht hJ hd hS).mpr rfl
  have hd' : (d : ℝ) ≠ 0 := Nat.cast_ne_zero.mpr hd.ne'
  have h : b * J * polaronRadius a b t J d ^ d
      = 2 * (a * t / polaronRadius a b t J d ^ 2) / d := by
    rw [eq_div_iff hd']
    linear_combination hbal
  rw [polaronEnergy, h]
  ring
```

Q: I would expect the radius to grow slowly with $t$. Can I see that without trusting the exponent by eye?

A: Yes. For any $s>0$, multiplying $t$ by $s^{d+2}$ multiplies the radius by $s$. In two dimensions, doubling the radius takes sixteen times the hopping, with the other constants fixed. The proof compares the powers $d+2$ of the two radii: the factor $s^{d+2}$ appears in both, and positivity lets us take the root.

```lean
/-- Multiplying the hopping amplitude by `s ^ (d + 2)` multiplies the polaron radius by `s`. -/
theorem polaronRadius_scaling (ha : 0 < a) (hb : 0 < b) (ht : 0 < t) (hJ : 0 < J)
    (hd : 0 < d) {s : ℝ} (hs : 0 < s) :
    polaronRadius a b (s ^ (d + 2) * t) J d = s * polaronRadius a b t J d := by
  obtain ⟨hS, hpow⟩ := polaronRadius_spec ha hb ht hJ hd
  obtain ⟨hS', hpow'⟩ := polaronRadius_spec ha hb (mul_pos (pow_pos hs (d + 2)) ht) hJ hd
  rw [← pow_left_inj₀ hS'.le (mul_pos hs hS).le (by omega : d + 2 ≠ 0), mul_pow, hpow, hpow']
  ring
```

Q: One last test. If I switch off the exchange, the polaron should have no reason to stay finite.

A: That is what happens. At $J=0$ only $at/R^2$ is left, and for $0<R<R'$ it is strictly smaller at $R'$. Every positive radius can be improved by a larger one, so there is no minimiser. This needs only $a,t>0$; $b$ may be any real number and $d$ any natural number. In the proof, `simp only` removes the exchange term and `gcongr` derives the inequality from $R<R'$.

```lean
/-- Without antiferromagnetic exchange, `J = 0`, a larger region always has strictly lower
energy. -/
theorem energy_decreasing_without_exchange (b : ℝ) (d : ℕ) (ha : 0 < a) (ht : 0 < t)
    {R R' : ℝ} (hR : 0 < R) (h : R < R') :
    polaronEnergy a b t 0 d R' < polaronEnergy a b t 0 d R := by
  have hat : 0 < a * t := mul_pos ha ht
  simp only [polaronEnergy, mul_zero, zero_mul, add_zero]
  gcongr

end

end MagneticPolaron
```

```lean
#print axioms MagneticPolaron.polaronRadius_unique_minimiser
#print axioms MagneticPolaron.energy_at_polaronRadius
#print axioms MagneticPolaron.polaronRadius_scaling
#print axioms MagneticPolaron.energy_decreasing_without_exchange
```

```
'MagneticPolaron.polaronRadius_unique_minimiser' depends on axioms: [propext, Classical.choice, Quot.sound]
'MagneticPolaron.energy_at_polaronRadius' depends on axioms: [propext, Classical.choice, Quot.sound]
'MagneticPolaron.polaronRadius_scaling' depends on axioms: [propext, Classical.choice, Quot.sound]
'MagneticPolaron.energy_decreasing_without_exchange' depends on axioms: [propext, Classical.choice, Quot.sound]
```
